# A complex 2×2 matrix with determinant one need not be unitary

The theorem concerns the complex 2×2 matrix A = diag(2, 1/2), and states that its determinant is 1 but that it is not unitary. In physical terms, determinant one does not make a linear map on two-component state vectors preserve their norms: this one doubles the first component and halves the second. The attempt computes the determinant from the 2×2 formula. For the second claim it supposes that A is unitary and reads off the top-left entry of A†A = 1, which should give the false equation 4 = 1.

In Lean, a first try:

```lean
import Mathlib

open Matrix ComplexConjugate
open WithLp (toLp)

namespace VolumePreservingContraction

noncomputable section

/-- The squeeze `diag(2, 1/2)` has determinant one and is not unitary. -/
theorem squeeze_not_unitary :
    (!![2, 0; 0, 1 / 2] : Matrix (Fin 2) (Fin 2) ℂ).det = 1 ∧
      (!![2, 0; 0, 1 / 2] : Matrix (Fin 2) (Fin 2) ℂ) ∉ Matrix.unitaryGroup (Fin 2) ℂ := by
  constructor
  · norm_num [Matrix.det_fin_two]
  · intro h
    have h0 := congrFun (congrFun (Matrix.mem_unitaryGroup_iff'.mp h) 0) 0
    norm_num [Matrix.mul_apply, Matrix.star_apply, Fin.sum_univ_two] at h0

end

end VolumePreservingContraction
```

The error:

```
Main.lean:16:2: error: unsolved goals
case right
h : !![2, 0; 0, 1 / 2] ∈ unitaryGroup (Fin 2) ℂ
h0 : (starRingEnd ℂ) 2 * 2 = 1
⊢ False
```

What went wrong. The error is in the second half of the proof, where `False` remains to be proved. The `norm_num` call has expanded the matrix product and reduced the top-left entry to `h0 : (starRingEnd ℂ) 2 * 2 = 1`. Here `starRingEnd ℂ` is complex conjugation, so the hypothesis says that the conjugate of 2, times 2, equals 1. This is false, but the call left the conjugate unevaluated, so it never reached an equation between plain numbers that it could refute. The messages do not show why the conjugate was left as it was.

The repair supplies the missing step. `h2` states that the conjugate of 2 is 2, and `map_ofNat` proves it, since conjugation is a ring homomorphism and so preserves numerals. `rw [h2] at h0` turns the hypothesis into `2 * 2 = 1`. The final `norm_num at h0` finds this false and closes the goal.

The change, after which it compiles:

```diff
@@ -17,4 +17,7 @@
     have h0 := congrFun (congrFun (Matrix.mem_unitaryGroup_iff'.mp h) 0) 0
     norm_num [Matrix.mul_apply, Matrix.star_apply, Fin.sum_univ_two] at h0
+    have h2 : (starRingEnd ℂ) 2 = 2 := map_ofNat (starRingEnd ℂ) 2
+    rw [h2] at h0
+    norm_num at h0
 
 end
```
